# Opposite imaginary displacements of two mode operators add a linear and a scalar term to their product

In a complex algebra, let `u s` be a one-parameter group, with s real, whose conjugation u(−s) · u(s) shifts the mode operator a by igs and b by −igs, where g is a real coupling. The theorem `conj_number` states that the same conjugation takes the product ba to ba + igs(b − a) + g²s². Neither a commutation relation between a and b, nor that they are adjoints, nor that `u s` is unitary is assumed. The proof inserts u(s)u(−s) = 1 between b and a, displaces each factor separately and expands, using an auxiliary identity `hc` that writes g²s² as −(igs)².

An attempt in Lean 4 with a fault in it:

```lean
import Mathlib

open Complex (I)
open Polynomial

namespace PeierlsDipoleGauge

noncomputable section

variable {A : Type*} [Ring A] [Algebra ℂ A]
variable {n : Type*} [Fintype n] [DecidableEq n]

/-- The phases `u s` form a one-parameter group that displaces the mode operators
`a` and `b` by `i g s` and `-i g s`. -/
structure IsDisplacement (g : ℝ) (u : ℝ → A) (a b : A) : Prop where
  add : ∀ s t, u s * u t = u (s + t)
  zero : u 0 = 1
  conj_a : ∀ s : ℝ, u (-s) * a * u s = a + (I * g * s) • (1 : A)
  conj_b : ∀ s : ℝ, u (-s) * b * u s = b - (I * g * s) • (1 : A)

variable {g : ℝ} {u : ℝ → A} {a b : A}

/-- Displacing the product `b a` produces a term linear in `b - a` and a quadratic
scalar term. -/
theorem conj_number (h : IsDisplacement g u a b) (s : ℝ) :
    u (-s) * (b * a) * u s =
      b * a + (I * g * s) • (b - a) + ((g : ℂ) ^ 2 * (s : ℂ) ^ 2) • (1 : A) := by
  have hu : u s * u (-s) = 1 := by rw [h.add, add_neg_cancel, h.zero]
  have hc : (g : ℂ) ^ 2 * (s : ℂ) ^ 2 = -((I * g * s) * (I * g * s)) := by
    linear_combination (-(g : ℂ) ^ 2 * (s : ℂ) ^ 2) * Complex.I_mul_I
  -- insert `u s * u (-s) = 1` between the two mode operators
  have hsplit : u (-s) * (b * a) * u s = (u (-s) * b * u s) * (u (-s) * a * u s) := by
    calc u (-s) * (b * a) * u s = u (-s) * b * 1 * a * u s := by noncomm_ring
      _ = u (-s) * b * (u s * u (-s)) * a * u s := by rw [hu]
      _ = _ := by simp only [mul_assoc]
  rw [hsplit, h.conj_a, h.conj_b, hc]
  generalize I * (g : ℂ) * (s : ℂ) = c
  simp only [sub_mul, mul_add, smul_mul_assoc, mul_smul_comm, one_mul, mul_one]
  module

end

end PeierlsDipoleGauge
```

The error:

```
Main.lean:30:4: error: ring failed, ring expressions not equal
A : Type u_1
inst✝¹ : Ring A
inst✝ : Algebra ℂ A
g : ℝ
u : ℝ → A
a b : A
h : IsDisplacement g u a b
s : ℝ
hu : u s * u (-s) = 1
⊢ ↑g ^ 2 * ↑s ^ 2 * 2 + ↑g ^ 2 * ↑s ^ 2 * I ^ 2 * 2 = 0
```

Diagnosis. The error lies in the proof of `hc`, where the coefficient given to `linear_combination` has the wrong sign. This tactic subtracts the chosen multiple of a known equation from the goal, side by side, and asks `ring` to check that what remains is zero.

Moving everything in `hc` to the left gives g²s² + g²s²I², which is g²s² times I² + 1. `Complex.I_mul_I` says I · I = −1, and moved to the left it gives that same I² + 1. The coefficient must therefore be g²s². With −g²s² the two parts add instead of cancelling, and leave the expression in the message, 2g²s² + 2g²s²I². This is in fact zero, since I² = −1, but `ring` does not use that property of `I` and so cannot close the goal.

The diff removes the minus sign, so the terms cancel identically and `ring` succeeds.

Lean accepts the file once it reads:

```diff
@@ -28,5 +28,5 @@
   have hu : u s * u (-s) = 1 := by rw [h.add, add_neg_cancel, h.zero]
   have hc : (g : ℂ) ^ 2 * (s : ℂ) ^ 2 = -((I * g * s) * (I * g * s)) := by
-    linear_combination (-(g : ℂ) ^ 2 * (s : ℂ) ^ 2) * Complex.I_mul_I
+    linear_combination ((g : ℂ) ^ 2 * (s : ℂ) ^ 2) * Complex.I_mul_I
   -- insert `u s * u (-s) = 1` between the two mode operators
   have hsplit : u (-s) * (b * a) * u s = (u (-s) * b * u s) * (u (-s) * a * u s) := by
```
